# L times the error of the L-step linearized Boltzmann factor (1 + x/L)^L tends to x²eˣ/2

The Boltzmann factor of a single level, eˣ with a fixed real exponent x, can be approximated by the product of L equal linearized factors, (1 + x/L)^L. The theorem `level_error_tendsto` states that L times the error, L(eˣ − (1 + x/L)^L), tends to x²eˣ/2 as the natural number L goes to infinity. It concerns one unnormalised factor, with no sum over levels and no division by a partition function. The attempt writes the product as the exponential of y = L log(1 + x/L), which needs 1 + x/L to be positive, and uses tangents to the exponential to bound the error between eʸ(x − y) and eˣ(x − y). Multiplied by L, both bounds tend to x²eˣ/2 by the preceding lemma `log_level_tendsto`, and the error is squeezed between them.

This version doesn't compile in Lean 4 with Mathlib:

```lean
import Mathlib

open Matrix Filter Topology
open scoped ComplexOrder

namespace LevelErrorTendsto

noncomputable section

/-- The logarithm of the linearized Boltzmann factor of a level `x` deviates from `x` by
`-x²/(2L)` to leading order. -/
theorem log_level_tendsto (x : ℝ) :
    Tendsto (fun L : ℕ => (L : ℝ) * (L * Real.log (1 + x / L) - x)) atTop
      (𝓝 (-(x ^ 2 / 2))) := by
  have t (c : ℝ) := tendsto_const_div_atTop_nhds_zero_nat c
  have ha := (t (|x| ^ 3)).div ((t |x|).const_sub 1) (by norm_num)
  rw [zero_div] at ha
  have key : Tendsto (fun L : ℕ => (L : ℝ) * (L * Real.log (1 + x / L) - x) + x ^ 2 / 2)
      atTop (𝓝 0) := by
    refine squeeze_zero_norm' (a := fun L : ℕ => |x| ^ 3 / (L : ℝ) / (1 - |x| / L)) ?_ ha
    filter_upwards [eventually_gt_atTop ⌈|x|⌉₊] with L hL
    have hL2 : |x| < L := (Nat.le_ceil _).trans_lt (by exact_mod_cast hL)
    have hpos : (0 : ℝ) < L := by linarith [abs_nonneg x]
    have hu : |-(x / L)| = |x| / L := by rw [abs_neg, abs_div, abs_of_pos hpos]
    -- Taylor remainder of the logarithm after the quadratic term
    have h := Real.abs_log_sub_add_sum_range_le (x := -(x / L))
      (by rw [hu, div_lt_one hpos]; exact hL2) 2
    rw [hu] at h
    have e : (L : ℝ) * (L * Real.log (1 + x / L) - x) + x ^ 2 / 2 = (L : ℝ) ^ 2 *
        (∑ i ∈ Finset.range 2, (-(x / L)) ^ (i + 1) / ((i : ℝ) + 1)
          + Real.log (1 - -(x / L))) := by
      rw [sub_neg_eq_add]
      generalize Real.log (1 + x / L) = l
      simp only [Finset.sum_range_succ, Finset.sum_range_zero]
      push_cast
      field_simp
      ring
    rw [Real.norm_eq_abs, e, abs_mul, abs_of_nonneg (sq_nonneg (L : ℝ))]
    refine (mul_le_mul_of_nonneg_left h (sq_nonneg (L : ℝ))).trans_eq ?_
    show (L : ℝ) ^ 2 * ((|x| / L) ^ 3 / (1 - |x| / L)) = |x| ^ 3 / L / (1 - |x| / L)
    rw [← mul_div_assoc]
    congr 1
    field_simp
  have h := key.sub_const (x ^ 2 / 2)
  rw [zero_sub] at h
  exact h.congr fun L => by ring

/-- For one level `x`, `L` times the error of the linearized Boltzmann factor tends to
`x² exp x / 2`. -/
theorem level_error_tendsto (x : ℝ) :
    Tendsto (fun L : ℕ => (L : ℝ) * (Real.exp x - (1 + x / L) ^ L)) atTop
      (𝓝 (x ^ 2 * Real.exp x / 2)) := by
  have hc := log_level_tendsto x
  have hp := Real.tendsto_one_add_div_pow_exp x
  have ev := ((tendsto_const_div_atTop_nhds_zero_nat x).const_add 1).eventually_gt_const
    (by norm_num : (0 : ℝ) < 1 + 0)
  -- the exponential lies above its tangents
  have key (a b : ℝ) : Real.exp a * (b - a) ≤ Real.exp b - Real.exp a := by
    have h := mul_le_mul_of_nonneg_left (Real.add_one_le_exp (b - a)) (Real.exp_pos a).le
    rw [← Real.exp_add, show a + (b - a) = b by ring] at h
    linarith
  rw [show x ^ 2 * Real.exp x / 2 = -(Real.exp x * -(x ^ 2 / 2)) by ring]
  refine tendsto_of_tendsto_of_tendsto_of_le_of_le' (hp.mul hc).neg
    (hc.const_mul (Real.exp x)).neg ?_ ?_ <;> filter_upwards [ev] with L hb
  all_goals
    have e : (1 + x / L) ^ L = Real.exp (L * Real.log (1 + x / L)) := by
      rw [Real.exp_nat_mul, Real.exp_log hb]
    rw [e]
    generalize (L : ℝ) * Real.log (1 + x / L) = y
    have h1 := mul_le_mul_of_nonneg_left (key y x) (Nat.cast_nonneg (α := ℝ) L)
    have h2 := mul_le_mul_of_nonneg_left (key x y) (Nat.cast_nonneg (α := ℝ) L)
    linarith

end

end LevelErrorTendsto
```

Compiling this gives:

```
Main.lean:55:69: error(lean.invalidField): Invalid field `eventually_gt_const`: The environment does not contain `Function.eventually_gt_const`, so it is not possible to project the field `eventually_gt_const` from an expression
  Tendsto.const_add 1 (tendsto_const_div_atTop_nhds_zero_nat x)
of type
  ?m.75 ∈ 𝓝 (1 + 0) → ?m.75 ∈ Filter.map (fun x_1 => 1 + x / ↑x_1) atTop
Main.lean:52:38: error: unsolved goals
x : ℝ
hc : Tendsto (fun L => ↑L * (↑L * Real.log (1 + x / ↑L) - x)) atTop (𝓝 (-(x ^ 2 / 2)))
hp : Tendsto (fun n => (1 + x / ↑n) ^ n) atTop (𝓝 (Real.exp x))
⊢ Tendsto (fun L => ↑L * (Real.exp x - (1 + x / ↑L) ^ L)) atTop (𝓝 (x ^ 2 * Real.exp x / 2))
```

Cause. The first message says that the field `eventually_gt_const` cannot be resolved on the proof that 1 + x/L tends to 1 + 0. Lean names `Function.eventually_gt_const` because it has unfolded the `Tendsto` statement to an implication, which is a function type; the message shows that unfolded type. The mathematics of the step is sound: a sequence whose limit is positive is eventually positive. Only the lemma name fails.

The second message shows the theorem's goal still open, with `hc` and `hp` in the context but no `ev`. It follows from the first failure and points to no separate fault.

The repair builds the same fact from two lemmas that exist. `lt_mem_nhds` turns 0 < 1 + 0 into the statement that all points near 1 + 0 are positive, and `Tendsto.eventually` carries this over to 1 + x/L for all large L. The new type annotation on `ev` spells out this positivity, which `Real.exp_log` uses later; the messages do not show whether the annotation itself is needed.

Fix (accepted with no message):

```diff
@@ -53,6 +53,7 @@
   have hc := log_level_tendsto x
   have hp := Real.tendsto_one_add_div_pow_exp x
-  have ev := ((tendsto_const_div_atTop_nhds_zero_nat x).const_add 1).eventually_gt_const
-    (by norm_num : (0 : ℝ) < 1 + 0)
+  have ev : ∀ᶠ L : ℕ in atTop, 0 < 1 + x / (L : ℝ) :=
+    ((tendsto_const_div_atTop_nhds_zero_nat x).const_add 1).eventually
+      (lt_mem_nhds (by norm_num : (0 : ℝ) < 1 + 0))
   -- the exponential lies above its tangents
   have key (a b : ℝ) : Real.exp a * (b - a) ≤ Real.exp b - Real.exp a := by
```
